# The density imbalance of a driven non-interacting dimer, solved for the bias

Let a dimer with sites 0 and 1 have a Hamiltonian $H$ with site energies $v(t)/2$ and $-v(t)/2$ and off-diagonal entries $-T$. The bias $v(t)$ and the constant hopping $T$ are real, and $\hbar=1$. If its Hermitian one-particle density matrix $P$ obeys $P'=-i(HP-PH)$, the imbalance $z=P_{00}-P_{11}$ satisfies

$$z''=-4T^2z-4Tv\,\mathrm{Re}\,P_{01}.$$

Wherever $T\,\mathrm{Re}\,P_{01}\neq0$, this equation can be solved for $v$. The result still contains the coherence $\mathrm{Re}\,P_{01}$. When $T$ and $\mathrm{Re}\,P_{01}$ are positive, a conserved quantity expresses the coherence through $z$, $z'$ and the initial density matrix. For this non-interacting two-site model, that gives the density-to-potential inversion of time-dependent density functional theory.

## The dimer and its equation of motion

```lean
import Mathlib

open Matrix

namespace DimerPotentialInversion

noncomputable section
```

This loads the mathematical library Mathlib and opens a namespace for the names that follow.

```lean
/-- The dimer Hamiltonian with hopping `T` and bias `v` between the two sites. -/
def dimerH (T v : ℝ) : Matrix (Fin 2) (Fin 2) ℂ :=
  !![(v : ℂ) / 2, -(T : ℂ); -(T : ℂ), -((v : ℂ) / 2)]
```

A `def` introduces an object. Here it is the matrix

$$H=\begin{pmatrix}v/2&-T\\-T&-v/2\end{pmatrix}$$

in an orthonormal site basis. `Fin 2` is the index set $\{0,1\}$, so the entry called $P_{12}$ in the file's comments is `P 0 1` in the code and $P_{01}$ here. The site energies are $\pm v/2$; a potential common to both sites would cancel in the commutator. Taking $T$ real is no restriction, since a constant phase of the hopping can be absorbed into one of the site orbitals.

```lean
/-- The right-hand side `-i(HP - PH)` of the equation of motion. -/
def flow (T v : ℝ) (P : Matrix (Fin 2) (Fin 2) ℂ) : Matrix (Fin 2) (Fin 2) ℂ :=
  (-Complex.I) • (dimerH T v * P - P * dimerH T v)
```

`flow` is the right-hand side $-i(HP-PH)$, with $\hbar=1$.

```lean
/-- `P` is a Hermitian density matrix evolving under the bias `v(t)`. -/
structure Evolves (T : ℝ) (v : ℝ → ℝ) (P : ℝ → Matrix (Fin 2) (Fin 2) ℂ) : Prop where
  herm : ∀ t, (P t).IsHermitian
  eom : ∀ t i j, HasDerivAt (fun s => P s i j) (flow T (v t) (P t) i j) t
```

`Evolves T v P` is the physical hypothesis of the theorems about $z$ and $v$. It says that $P(t)$ is Hermitian at every real time and that each entry has the derivative given by the equation of motion. `HasDerivAt f d t` reads "$f$ is differentiable at $t$ with derivative $d$".

The hopping is constant in time, while $v$ may be any real function for which such a $P$ exists. Neither the trace of $P$ nor the range of its eigenvalues is restricted, so physical density matrices are a special case.

```lean
/-- The density imbalance `z = P₁₁ - P₂₂` between the two sites. -/
def imbalance (P : Matrix (Fin 2) (Fin 2) ℂ) : ℝ := (P 0 0 - P 1 1).re
```

The imbalance is defined as a real part so that it is a real number in Lean. For Hermitian $P$ the diagonal is real and nothing is lost.

```lean
/-- The squared length `z² + 4|P₁₂|²` of the Bloch vector. -/
def blochSq (P : Matrix (Fin 2) (Fin 2) ℂ) : ℝ :=
  imbalance P ^ 2 + 4 * ((P 0 1).re ^ 2 + (P 0 1).im ^ 2)
```

This is $r^2=z^2+4|P_{01}|^2$. When $P$ has trace one, it is the squared length of the usual Bloch vector.

## From the commutator to the second derivative

```lean
/-- The four entries of `-i(HP - PH)` for the dimer. -/
theorem flow_entries (T v : ℝ) (P : Matrix (Fin 2) (Fin 2) ℂ) :
    flow T v P 0 0 = -Complex.I * (T * (P 0 1 - P 1 0)) ∧
    flow T v P 0 1 = -Complex.I * (v * P 0 1 + T * (P 0 0 - P 1 1)) ∧
    flow T v P 1 0 = Complex.I * (v * P 1 0 + T * (P 0 0 - P 1 1)) ∧
    flow T v P 1 1 = -Complex.I * (T * (P 1 0 - P 0 1)) := by
  have a : dimerH T v 0 0 = (v : ℂ) / 2 := rfl
  have b : dimerH T v 0 1 = -(T : ℂ) := rfl
  have c : dimerH T v 1 0 = -(T : ℂ) := rfl
  have d : dimerH T v 1 1 = -((v : ℂ) / 2) := rfl
  refine ⟨?_, ?_, ?_, ?_⟩ <;>
    simp only [flow, Matrix.smul_apply, Matrix.sub_apply, Matrix.mul_apply,
      Fin.sum_univ_two, smul_eq_mul, a, b, c, d] <;> ring
```

Multiplying out the matrices gives, for instance,

$$(HP-PH)_{00}=T(P_{01}-P_{10}),\qquad (HP-PH)_{01}=vP_{01}+T(P_{00}-P_{11}).$$

The theorem lists all four entries after multiplication by $-i$. In the proof, `simp only` expands the products and `ring` does the algebra.

```lean
variable {T : ℝ} {v w : ℝ → ℝ} {P Q : ℝ → Matrix (Fin 2) (Fin 2) ℂ}

/-- First-order equations of motion: `z' = 4T Im P₁₂`, `(Re P₁₂)' = v Im P₁₂` and
`(Im P₁₂)' = -(v Re P₁₂ + T z)`. -/
theorem bloch_equations (h : Evolves T v P) (t : ℝ) :
    HasDerivAt (fun s => imbalance (P s)) (4 * T * (P t 0 1).im) t ∧
    HasDerivAt (fun s => (P s 0 1).re) (v t * (P t 0 1).im) t ∧
    HasDerivAt (fun s => (P s 0 1).im)
      (-(v t * (P t 0 1).re + T * imbalance (P t))) t := by
  obtain ⟨e00, e01, -, e11⟩ := flow_entries T (v t) (P t)
  -- Hermiticity relates the off-diagonal entries and makes the diagonal real
  have h10 : (P t 1 0).im = -(P t 0 1).im := by
    rw [← (h.herm t).apply 1 0]; simp
  have d0 : (P t 0 0).im = 0 := by
    have := congrArg Complex.im ((h.herm t).apply 0 0)
    simp at this; linarith
  have d1 : (P t 1 1).im = 0 := by
    have := congrArg Complex.im ((h.herm t).apply 1 1)
    simp at this; linarith
  have hz := Complex.reCLM.hasFDerivAt.comp_hasDerivAt t
    ((h.eom t 0 0).fun_sub (h.eom t 1 1))
  have hr := Complex.reCLM.hasFDerivAt.comp_hasDerivAt t (h.eom t 0 1)
  have hi := Complex.imCLM.hasFDerivAt.comp_hasDerivAt t (h.eom t 0 1)
  refine ⟨HasDerivAt.congr_deriv hz ?_, HasDerivAt.congr_deriv hr ?_,
    HasDerivAt.congr_deriv hi ?_⟩
  · rw [e00, e11]
    simp only [Complex.reCLM_apply, Complex.mul_re, Complex.mul_im, Complex.neg_re,
      Complex.neg_im, Complex.I_re, Complex.I_im, Complex.ofReal_re, Complex.ofReal_im,
      Complex.sub_re, Complex.sub_im]
    linear_combination (-2 * T) * h10
  · rw [e01]
    simp only [Complex.reCLM_apply, Complex.mul_re, Complex.mul_im, Complex.neg_re,
      Complex.neg_im, Complex.I_re, Complex.I_im, Complex.ofReal_re, Complex.ofReal_im,
      Complex.sub_re, Complex.sub_im, Complex.add_re, Complex.add_im]
    linear_combination T * d0 - T * d1
  · rw [e01]
    simp only [imbalance, Complex.imCLM_apply, Complex.mul_re, Complex.mul_im,
      Complex.neg_re, Complex.neg_im, Complex.I_re, Complex.I_im, Complex.ofReal_re,
      Complex.ofReal_im, Complex.sub_re, Complex.sub_im, Complex.add_re, Complex.add_im]
    ring
```

Write $P_{01}=x+iy$. Hermiticity gives $P_{10}=x-iy$, so $P_{00}'=-iT(2iy)=2Ty$ and $P_{11}'=-2Ty$. The off-diagonal entry obeys $P_{01}'=-i\,(v(x+iy)+Tz)$. Separating real and imaginary parts,

$$z'=4Ty,\qquad x'=vy,\qquad y'=-(vx+Tz).$$

The first equation is the continuity equation of the dimer: $y$ measures the current along the bond.

The Lean proof first extracts the consequences of Hermiticity (`h10`, `d0`, `d1`). It then differentiates real and imaginary parts through the linear maps `Complex.reCLM` and `Complex.imCLM`, and compares the results with the commutator entries.

```lean
/-- The density obeys `z'' = -4T² z - 4T v Re P₁₂`. -/
theorem imbalance_second_derivative (h : Evolves T v P) (t : ℝ) :
    HasDerivAt (deriv fun s => imbalance (P s))
      (-4 * T ^ 2 * imbalance (P t) - 4 * T * v t * (P t 0 1).re) t := by
  have e : (deriv fun s => imbalance (P s)) = fun s => 4 * T * (P s 0 1).im :=
    funext fun s => (bloch_equations h s).1.deriv
  rw [e]
  exact ((bloch_equations h t).2.2.const_mul (4 * T)).congr_deriv (by ring)
```

Since $z'=4Ty$ at all times, one more derivative gives

$$z''=4Ty'=-4T^2z-4Tvx.$$

Lean does the same: `e` replaces the function `deriv` of $z$ by $4Ty$, and the equation for $y'$ finishes the proof. The bias itself is never differentiated.

```lean
/-- Where `T Re P₁₂` is nonzero, the bias is `v = -(z'' + 4T² z) / (4T Re P₁₂)`. -/
theorem potential_eq (h : Evolves T v P) (t : ℝ) (hx : T * (P t 0 1).re ≠ 0) :
    v t = -(deriv (deriv fun s => imbalance (P s)) t + 4 * T ^ 2 * imbalance (P t)) /
      (4 * (T * (P t 0 1).re)) := by
  rw [(imbalance_second_derivative h t).deriv, eq_div_iff (mul_ne_zero four_ne_zero hx)]
  ring
```

Solving for the bias,

$$v=-\frac{z''+4T^2z}{4Tx}\qquad\text{where } Tx\neq0.$$

The hypothesis `hx` is exactly this condition at the time $t$ considered. Physically, the bias acts on the current through the real part of the coherence between the sites. Where that part vanishes, $z''$ does not respond to $v$.

## Eliminating the coherence

```lean
/-- The length of the Bloch vector is the same at all times, whatever the bias. -/
theorem blochSq_conserved (h : Evolves T v P) (s t : ℝ) :
    blochSq (P s) = blochSq (P t) := by
  have key : ∀ u, HasDerivAt (fun s => blochSq (P s)) 0 u := fun u => by
    obtain ⟨hz, hr, hi⟩ := bloch_equations h u
    exact ((hz.fun_pow 2).fun_add
      (((hr.fun_pow 2).fun_add (hi.fun_pow 2)).const_mul 4)).congr_deriv (by
        norm_num; ring)
  exact is_const_of_deriv_eq_zero (fun u => (key u).differentiableAt)
    (fun u => (key u).deriv) s t
```

The formula for $v$ still contains $x$, which is not a density. A conserved quantity removes it. From the three first-order equations,

$$\frac{d}{dt}\left(z^2+4x^2+4y^2\right)=8Tzy+8vxy-8y(vx+Tz)=0.$$

The step `key` is this calculation, and `is_const_of_deriv_eq_zero` turns a zero derivative into equality at any two times.

```lean
/-- For positive `T` and `Re P₁₂`, the bias is an explicit function of `z`, `z'`, `z''` and
the initial Bloch length. -/
theorem potential_from_density (h : Evolves T v P) (t : ℝ) (hT : 0 < T)
    (hx : 0 < (P t 0 1).re) :
    v t = -(deriv (deriv fun s => imbalance (P s)) t + 4 * T ^ 2 * imbalance (P t)) /
      √(4 * T ^ 2 * (blochSq (P 0) - imbalance (P t) ^ 2)
        - (deriv (fun s => imbalance (P s)) t) ^ 2) := by
  -- the radicand is the square of `4T Re P₁₂`
  have e : 4 * T ^ 2 * (blochSq (P 0) - imbalance (P t) ^ 2)
      - (deriv (fun s => imbalance (P s)) t) ^ 2 = (4 * (T * (P t 0 1).re)) ^ 2 := by
    rw [blochSq_conserved h 0 t, (bloch_equations h t).1.deriv, blochSq]
    ring
  rw [e, Real.sqrt_sq (by positivity)]
  exact potential_eq h t (mul_pos hT hx).ne'
```

Insert $4x^2=r^2-z^2-4y^2$ and $y=z'/(4T)$:

$$(4Tx)^2=4T^2(r^2-z^2)-z'^2.$$

For $T>0$ and $x>0$ the positive root is the right one, and

$$v=-\frac{z''+4T^2z}{\sqrt{4T^2(r^2-z^2)-z'^2}}.$$

In the proof, `e` is the identity for the radicand, and `potential_eq` supplies the rest. The value of $r^2$ is taken from the initial density matrix, so the bias at time $t$ follows from $z$, $z'$ and $z''$ at that time and one initial number.

In a numerical inversion, $z(t)$ is a target, for example the density of an interacting dimer that a non-interacting one is to reproduce. While $T$ and $x$ are positive, one can differentiate it twice and evaluate this formula on the time grid, with $r^2$ taken from an initial density matrix that matches $z(0)$ and $z'(0)$. If $x$ becomes negative, the root must be taken with the opposite sign. Alternatively, one propagates $P$ alongside, computes $v$ at each step from the current $x$ and the target's $z$ and $z''$, and uses it for the next step. Two things need watching:

- Noise in $z''$ is amplified when the denominator is small.
- A radicand that is negative beyond numerical error means that no evolution with this $T$ and $r^2$ has the target density.

The theorem starts from an evolution that exists; it does not say which targets $z(t)$ can be reached.

## One density, one bias

```lean
/-- Two evolutions with the same initial density matrix and the same imbalance at all times
have the same bias, if `T` is nonzero and `Re P₁₂` never vanishes in one of them. -/
theorem potential_unique (hP : Evolves T v P) (hQ : Evolves T w Q) (hT : T ≠ 0)
    (h0 : P 0 = Q 0) (hz : ∀ t, imbalance (P t) = imbalance (Q t))
    (hx : ∀ t, (P t 0 1).re ≠ 0) : v = w := by
  have hzf : (fun s => imbalance (P s)) = fun s => imbalance (Q s) := funext hz
  -- equal currents give equal imaginary parts
  have him : ∀ t, (P t 0 1).im = (Q t 0 1).im := fun t => by
    have a := (bloch_equations hP t).1
    rw [hzf] at a
    exact mul_left_cancel₀ (mul_ne_zero four_ne_zero hT)
      (a.unique (bloch_equations hQ t).1)
  -- the conserved length gives equal squares of the real parts
  have hsq : ∀ t, (Q t 0 1).re ^ 2 = (P t 0 1).re ^ 2 := fun t => by
    have a := blochSq_conserved hP t 0
    rw [h0, ← blochSq_conserved hQ t 0, blochSq, blochSq, hz t, him t] at a
    linarith
  -- continuity fixes the sign
  have hre : Set.EqOn (fun t => (Q t 0 1).re) (fun t => (P t 0 1).re) Set.univ :=
    isPreconnected_univ.eq_of_sq_eq
      (fun t _ => (bloch_equations hQ t).2.1.continuousAt.continuousWithinAt)
      (fun t _ => (bloch_equations hP t).2.1.continuousAt.continuousWithinAt)
      (fun t _ => hsq t) (fun {t} _ => hx t) (Set.mem_univ (0 : ℝ)) (by simp only [h0])
  funext t
  have a := imbalance_second_derivative hP t
  rw [hzf] at a
  have E := a.unique (imbalance_second_derivative hQ t)
  have r : (Q t 0 1).re = (P t 0 1).re := hre (Set.mem_univ t)
  apply mul_left_cancel₀ (mul_ne_zero (mul_ne_zero four_ne_zero hT) (hx t))
  linear_combination -E - 4 * T ^ 2 * hz t + 4 * T * w t * r
```

Take two evolutions, $P$ under $v$ and $Q$ under $w$, with $P(0)=Q(0)$ and the same imbalance at all real times. Let $T\neq0$, and let $\mathrm{Re}\,P_{01}$ never vanish. Then $v=w$ as functions of time. The argument has four steps:

1. The derivatives $z'$ agree, so $\mathrm{Im}\,P_{01}=\mathrm{Im}\,Q_{01}$. This is `him`.
2. The conserved $r^2$ is the same for both, so $(\mathrm{Re}\,P_{01})^2=(\mathrm{Re}\,Q_{01})^2$. This is `hsq`.
3. Both real parts are continuous and agree at $t=0$. To switch to the opposite sign, $\mathrm{Re}\,Q_{01}$ would have to jump, because $\mathrm{Re}\,P_{01}$ is never zero. Hence they agree always. This is `hre`, obtained from Mathlib's `eq_of_sq_eq` on the connected time axis.
4. The two equations for $z''$ now differ only in $v$ and $w$, and cancelling $4T\,\mathrm{Re}\,P_{01}$ leaves $v=w$.

Unlike the explicit formula, this argument allows either sign of $T$ and of the real coherence.

## A density that hides the bias, and one that reveals it

```lean
/-- A constant real multiple of the identity solves the equation of motion for every bias. -/
theorem identity_evolves (T c : ℝ) (v : ℝ → ℝ) :
    Evolves T v (fun _ => (c : ℂ) • (1 : Matrix (Fin 2) (Fin 2) ℂ)) where
  herm t := by simp [Matrix.IsHermitian, Matrix.conjTranspose_smul]
  eom t i j := (hasDerivAt_const t _).congr_deriv (by simp [flow])
```

If $P=c\,\mathbb 1$ with real $c$, the commutator vanishes for every $v$, so $P$ stays constant whatever the bias. Its imbalance is zero and says nothing about $v$. For $c=1$ this is the completely filled dimer, per spin. The real coherence vanishes here at all times, and without a condition on it the uniqueness theorem would be false. Uniqueness can fail for a pure state too. If a particle starts on site 0, then $x=y=0$ initially, and the biases $v$ and $-v$ give the same $z(t)$: changing the signs of both $v$ and $x$ leaves the first-order equations unchanged.

```lean
/-- Density matrix oscillating between the sites with amplitude `a` and constant real
coherence `x`. -/
def oscillation (T a x t : ℝ) : Matrix (Fin 2) (Fin 2) ℂ :=
  !![1 / 2 + ((a * Real.cos (2 * T * t) : ℝ) : ℂ),
      (x : ℂ) - Complex.I * ((a * Real.sin (2 * T * t) : ℝ) : ℂ);
    (x : ℂ) + Complex.I * ((a * Real.sin (2 * T * t) : ℝ) : ℂ),
      1 / 2 - ((a * Real.cos (2 * T * t) : ℝ) : ℂ)]
```

This family has

$$z=2a\cos(2Tt),\qquad P_{01}=x-ia\sin(2Tt),$$

with constant real $a$ and $x$. Its trace is one and its eigenvalues are $\tfrac12\pm\sqrt{a^2+x^2}$, so it is a physical density matrix when $a^2+x^2\le\tfrac14$.

```lean
/-- The oscillating density matrix evolves under zero bias, with `Re P₁₂ = x` at all times. -/
theorem evolves_witness (T a x : ℝ) :
    Evolves T (fun _ => 0) (oscillation T a x) ∧
      ∀ t, (oscillation T a x t 0 1).re = x := by
  have r00 (t : ℝ) : oscillation T a x t 0 0 =
    1 / 2 + ((a * Real.cos (2 * T * t) : ℝ) : ℂ) := rfl
  have r01 (t : ℝ) : oscillation T a x t 0 1 =
    (x : ℂ) - Complex.I * ((a * Real.sin (2 * T * t) : ℝ) : ℂ) := rfl
  have r10 (t : ℝ) : oscillation T a x t 1 0 =
    (x : ℂ) + Complex.I * ((a * Real.sin (2 * T * t) : ℝ) : ℂ) := rfl
  have r11 (t : ℝ) : oscillation T a x t 1 1 =
    1 / 2 - ((a * Real.cos (2 * T * t) : ℝ) : ℂ) := rfl
  refine ⟨⟨fun t => ?_, fun t => ?_⟩, fun t => ?_⟩
  · apply Matrix.IsHermitian.ext
    refine Fin.forall_fin_two.2 ⟨Fin.forall_fin_two.2 ⟨?_, ?_⟩,
      Fin.forall_fin_two.2 ⟨?_, ?_⟩⟩ <;>
      simp only [r00, r01, r10, r11] <;> apply Complex.ext <;>
      simp [-Complex.ofReal_mul, -Complex.ofReal_cos, -Complex.ofReal_sin]
  · have hl : HasDerivAt (fun s : ℝ => 2 * T * s) (2 * T) t :=
      ((hasDerivAt_id' t).const_mul (2 * T)).congr_deriv (mul_one _)
    have hc : HasDerivAt (fun s : ℝ => a * Real.cos (2 * T * s))
        (-(2 * T * (a * Real.sin (2 * T * t)))) t :=
      (hl.cos.const_mul a).congr_deriv (by ring)
    have hs : HasDerivAt (fun s : ℝ => a * Real.sin (2 * T * s))
        (2 * T * (a * Real.cos (2 * T * t))) t :=
      (hl.sin.const_mul a).congr_deriv (by ring)
    obtain ⟨e00, e01, e10, e11⟩ := flow_entries T 0 (oscillation T a x t)
    refine Fin.forall_fin_two.2 ⟨Fin.forall_fin_two.2 ⟨?_, ?_⟩,
      Fin.forall_fin_two.2 ⟨?_, ?_⟩⟩
    · refine HasDerivAt.congr_deriv (hc.ofReal_comp.const_add (1 / 2 : ℂ)) ?_
      rw [e00, r01, r10]
      push_cast
      linear_combination (-2 * T * (a * Complex.sin (2 * T * t))) * Complex.I_sq
    · refine HasDerivAt.congr_deriv
        ((hs.ofReal_comp.const_mul Complex.I).const_sub (x : ℂ)) ?_
      rw [e01, r00, r11]
      push_cast
      ring
    · refine HasDerivAt.congr_deriv
        ((hs.ofReal_comp.const_mul Complex.I).const_add (x : ℂ)) ?_
      rw [e10, r00, r11]
      push_cast
      ring
    · refine HasDerivAt.congr_deriv (hc.ofReal_comp.const_sub (1 / 2 : ℂ)) ?_
      rw [e11, r01, r10]
      push_cast
      linear_combination (2 * T * (a * Complex.sin (2 * T * t))) * Complex.I_sq
  · rw [r01, Complex.sub_re, Complex.I_mul_re, Complex.ofReal_im, Complex.ofReal_re]
    ring

end

end DimerPotentialInversion
```

The theorem confirms that this matrix evolves under zero bias and that its real coherence is $x$ at all times. By hand, with $y=-a\sin(2Tt)$, one finds

$$z'=-4Ta\sin(2Tt)=4Ty,\qquad x'=0,\qquad y'=-2Ta\cos(2Tt)=-Tz,$$

which are the first-order equations at $v=0$. Lean checks Hermiticity and then the four matrix entries, with `hc` and `hs` as the derivatives of the cosine and sine terms.

For $T\neq0$ and $x\neq0$ the uniqueness theorem applies to this motion: starting from the same density matrix, only zero bias produces this oscillating imbalance.

```lean
#print axioms DimerPotentialInversion.potential_from_density
#print axioms DimerPotentialInversion.potential_unique
#print axioms DimerPotentialInversion.identity_evolves
```

```
'DimerPotentialInversion.potential_from_density' depends on axioms: [propext, Classical.choice, Quot.sound]
'DimerPotentialInversion.potential_unique' depends on axioms: [propext, Classical.choice, Quot.sound]
'DimerPotentialInversion.identity_evolves' depends on axioms: [propext, Classical.choice, Quot.sound]
```
